# The four-site Heisenberg ring with two down spins: its spectrum and the Bethe roots $\pm 1/(2\sqrt3)$

Four spins one-half sit on a ring with antiferromagnetic Heisenberg exchange between neighbours, and two of them point down. We want the energies of these states, and the Bethe roots that give the lowest one. A state is represented here by the set of sites that carry a down spin, and the Hamiltonian by the way neighbour swaps permute such sets. The step left to the reader is the identification with four actual spins: each set stands for a product state in $(\mathbb C^2)^{\otimes 4}$, where the swap of neighbours is $\Pi_b = 2\,\mathbf S_b\cdot\mathbf S_{b+1} + \tfrac12$. With exchange constant 1, this gives

$$H=\sum_b \mathbf S_b\cdot\mathbf S_{b+1} = \tfrac12\sum_b \Pi_b - 1 .$$

```lean
import Mathlib

open Matrix Complex

namespace FourSiteBethe

noncomputable section
```

## Six states and four swaps

Sites are numbered 0 to 3. The basis consists of the neighbour pairs $\{0,1\},\{1,2\},\{2,3\},\{3,0\}$, followed by the opposite pairs $\{0,2\},\{1,3\}$.

```lean
/-- The sets of down spins labelling the six basis states: four neighbour pairs, then the two
opposite pairs. -/
def downs : Fin 6 → Finset (Fin 4) :=
  ![{0, 1}, {1, 2}, {2, 3}, {3, 0}, {0, 2}, {1, 3}]
```

The matrix element of $\Pi_b$ from state $c$ to state $a$ is 1 if exchanging sites $b$ and $b+1$ turns the set of $c$ into that of $a$, and 0 otherwise. Addition in `Fin 4` is modulo 4, so bond 3 joins sites 3 and 0 and closes the ring.

```lean
/-- The exchange of the spins at sites `b` and `b + 1` of the ring, on two-down-spin states. -/
def bondSwap (b : Fin 4) : Matrix (Fin 6) (Fin 6) ℂ :=
  Matrix.of fun a c => if (downs c).image (Equiv.swap b (b + 1)) = downs a then 1 else 0
```

The Hamiltonian is then the expression above.

```lean
/-- The Heisenberg Hamiltonian: half the sum of the neighbour swaps, minus one. -/
def ringH : Matrix (Fin 6) (Fin 6) ℂ := (1 / 2 : ℂ) • ∑ b, bondSwap b - 1
```

There are $\binom42=6$ ways to place two down spins, so the list should be complete and without repetition. `decide +kernel` confirms this by running through all subsets of the four sites.

```lean
/-- The six labels are distinct and run through all ways to place two down spins on four sites. -/
theorem downs_enumerates :
    Function.Injective downs ∧ ∀ s : Finset (Fin 4), s.card = 2 ↔ ∃ a, downs a = s := by
  decide +kernel
```

Take the state $\{0,1\}$. The swaps on bonds 0 and 2 leave it alone, and the other two lead to $\{0,2\}$ and $\{1,3\}$. Its diagonal element is therefore $\tfrac12\cdot2-1=0$, with elements $\tfrac12$ to both opposite pairs. An opposite pair is changed by every swap, once into each neighbour pair, so its diagonal element is $-1$. In the proof, `key` is this count for all 36 entries; the rest converts it to complex numbers.

```lean
/-- The matrix of the Hamiltonian in the basis of down-spin pairs. -/
theorem ringH_eq : ringH =
    !![0, 0, 0, 0, 1/2, 1/2; 0, 0, 0, 0, 1/2, 1/2; 0, 0, 0, 0, 1/2, 1/2;
       0, 0, 0, 0, 1/2, 1/2; 1/2, 1/2, 1/2, 1/2, -1, 0; 1/2, 1/2, 1/2, 1/2, 0, -1] := by
  -- count the bonds whose swap leads from one state to another
  have key : ∀ a c : Fin 6, (∑ b : Fin 4,
      if (downs c).image (Equiv.swap b (b + 1)) = downs a then 1 else 0 : ℕ) =
      (![![2, 0, 0, 0, 1, 1], ![0, 2, 0, 0, 1, 1], ![0, 0, 2, 0, 1, 1],
         ![0, 0, 0, 2, 1, 1], ![1, 1, 1, 1, 0, 0], ![1, 1, 1, 1, 0, 0]] :
        Fin 6 → Fin 6 → ℕ) a c := by decide +kernel
  ext a c
  have h := congrArg (Nat.cast : ℕ → ℂ) (key a c)
  simp only [Nat.cast_sum, Nat.cast_ite, Nat.cast_one, Nat.cast_zero] at h
  simp only [ringH, Matrix.sub_apply, Matrix.smul_apply, Matrix.sum_apply, bondSwap,
    Matrix.of_apply]
  rw [h]
  fin_cases a <;> fin_cases c <;> simp
```

On amplitudes $v_0,\dots,v_5$ this reads

$$(Hv)_{0,\dots,3}=\frac{v_4+v_5}2,\qquad (Hv)_{4}=\frac{v_0+v_1+v_2+v_3}2-v_{4},$$

and likewise for component 5, with $v_5$ subtracted.

```lean
/-- The action of the Hamiltonian on the six amplitudes of a state. -/
theorem ringH_mulVec (v : Fin 6 → ℂ) : ringH *ᵥ v =
    ![(v 4 + v 5) / 2, (v 4 + v 5) / 2, (v 4 + v 5) / 2, (v 4 + v 5) / 2,
      (v 0 + v 1 + v 2 + v 3) / 2 - v 4, (v 0 + v 1 + v 2 + v 3) / 2 - v 5] := by
  rw [ringH_eq]
  ext i
  fin_cases i <;> simp [Matrix.mulVec, dotProduct, Fin.sum_univ_six] <;> ring
```

## The spectrum

From this action one reads off six orthogonal eigenvectors:

| Eigenvector | Eigenvalue | Normalising factor |
|---|---|---|
| $(1,1,1,1,-2,-2)$ | $-2$ | $1/\sqrt{12}$ |
| $(0,0,0,0,1,-1)$ | $-1$ | $1/\sqrt2$ |
| $(1,-1,1,-1,0,0)$ | $0$ | $1/2$ |
| $(1,0,-1,0,0,0)$ | $0$ | $1/\sqrt2$ |
| $(0,1,0,-1,0,0)$ | $0$ | $1/\sqrt2$ |
| $(1,1,1,1,1,1)$ | $1$ | $1/\sqrt6$ |

Hence the characteristic polynomial is $(x+2)(x+1)x^3(x-1)$. For this four-site sector, the six energies can serve as reference values for an exact-diagonalisation program.

In the code, `P` has the unnormalised eigenvectors as columns, `Q` is its inverse and `d` lists the eigenvalues. The proof checks $QP=1$ and $HP=P\,\mathrm{diag}(d)$ entry by entry. Since $AB$ and $BA$ have the same characteristic polynomial, that of $H=(HP)Q$ equals that of $Q(HP)=\mathrm{diag}(d)$.

```lean
/-- The characteristic polynomial of the Hamiltonian is `(x+2)(x+1)x³(x-1)`. -/
theorem ringH_charpoly : ringH.charpoly =
    (Polynomial.X + 2) * (Polynomial.X + 1) * Polynomial.X ^ 3 * (Polynomial.X - 1) := by
  -- columns of P are orthogonal eigenvectors, Q is the inverse of P
  let P : Matrix (Fin 6) (Fin 6) ℂ :=
    !![1, 0, 1, 1, 0, 1; 1, 0, -1, 0, 1, 1; 1, 0, 1, -1, 0, 1;
       1, 0, -1, 0, -1, 1; -2, 1, 0, 0, 0, 1; -2, -1, 0, 0, 0, 1]
  let Q : Matrix (Fin 6) (Fin 6) ℂ :=
    !![1/12, 1/12, 1/12, 1/12, -1/6, -1/6; 0, 0, 0, 0, 1/2, -1/2;
       1/4, -1/4, 1/4, -1/4, 0, 0; 1/2, 0, -1/2, 0, 0, 0;
       0, 1/2, 0, -1/2, 0, 0; 1/6, 1/6, 1/6, 1/6, 1/6, 1/6]
  let d : Fin 6 → ℂ := ![-2, -1, 0, 0, 0, 1]
  have hQP : Q * P = 1 := by
    ext i j
    rw [Matrix.mul_apply, Fin.sum_univ_six]
    fin_cases i <;> fin_cases j <;> simp [P, Q] <;> norm_num
  have hHP : ringH * P = P * Matrix.diagonal d := by
    rw [ringH_eq]
    ext i j
    rw [Matrix.mul_diagonal, Matrix.mul_apply, Fin.sum_univ_six]
    fin_cases i <;> fin_cases j <;> simp [P, d] <;> norm_num
  have hPQ : P * Q = 1 := mul_eq_one_comm.mp hQP
  have h1 : ringH = (ringH * P) * Q := by rw [Matrix.mul_assoc, hPQ, Matrix.mul_one]
  have hC : Polynomial.C (2 : ℂ) = 2 := map_ofNat Polynomial.C 2
  rw [h1, Matrix.charpoly_mul_comm, hHP, ← Matrix.mul_assoc, hQP, Matrix.one_mul,
    Matrix.charpoly_of_isUpperTriangular _ (Matrix.blockTriangular_diagonal d),
    Fin.prod_univ_six]
  simp only [Matrix.diagonal_apply_eq]
  change (Polynomial.X - Polynomial.C (-2 : ℂ)) * (Polynomial.X - Polynomial.C (-1 : ℂ)) *
    (Polynomial.X - Polynomial.C (0 : ℂ)) * (Polynomial.X - Polynomial.C (0 : ℂ)) *
    (Polynomial.X - Polynomial.C (0 : ℂ)) * (Polynomial.X - Polynomial.C (1 : ℂ)) = _
  simp only [Polynomial.C_neg, hC, Polynomial.C_0, Polynomial.C_1]
  ring
```

## Two magnons on the ring

A magnon is a down spin moving through up spins. Label it by a rapidity $l$, often written $\lambda$. Moving it by one site multiplies its plane wave by

$$z(l)=\frac{l+i/2}{l-i/2}.$$

The code calls this `phase`, although it has modulus 1 only for real $l$.

```lean
/-- The one-site phase factor of a magnon with rapidity `l ≠ i/2`. -/
def phase (l : ℂ) : ℂ := (l + I / 2) / (l - I / 2)
```

Let the second magnon have rapidity $m$. Taking one magnon once around the ring must reproduce the wave after it has scattered off the other, so $z(l)^4=(l-m+i)/(l-m-i)$, and the same with $l$ and $m$ exchanged. Multiplying out gives equations that also make sense at $l=\pm i/2$.

```lean
/-- The two Bethe equations on four sites, with denominators cleared. -/
def BetheEq (l m : ℂ) : Prop :=
  (l + I / 2) ^ 4 * (l - m - I) = (l - I / 2) ^ 4 * (l - m + I) ∧
  (m + I / 2) ^ 4 * (m - l - I) = (m - I / 2) ^ 4 * (m - l + I)
```

The fully polarised state has energy $\tfrac12\cdot4-1=1$, and each magnon adds a term, which is negative when its rapidity is real:

$$E=1-\frac1{2(l^2+1/4)}-\frac1{2(m^2+1/4)}.$$

```lean
/-- The Bethe energy of two rapidities, neither equal to `i/2` or `-i/2`. -/
def betheEnergy (l m : ℂ) : ℂ := 1 - (1 / (l ^ 2 + 1 / 4) + 1 / (m ^ 2 + 1 / 4)) / 2
```

For down spins at sites $n<k$, the Bethe amplitude combines the two assignments of magnons to sites:

$$\psi(n,k)=(l-m+i)\,z(l)^n z(m)^k+(l-m-i)\,z(m)^n z(l)^k .$$

```lean
/-- The Bethe amplitude for down spins at sites `n < k`, for rapidities different from `i/2`. -/
def amp (l m : ℂ) (n k : ℕ) : ℂ :=
  (l - m + I) * phase l ^ n * phase m ^ k + (l - m - I) * phase m ^ n * phase l ^ k
```

The Bethe vector lists these amplitudes in the order of the basis. The pair $\{3,0\}$ enters as $n=0$, $k=3$.

```lean
/-- The Bethe vector on the six basis states, for rapidities different from `i/2`. -/
def betheVector (l m : ℂ) : Fin 6 → ℂ :=
  ![amp l m 0 1, amp l m 1 2, amp l m 2 3, amp l m 0 3, amp l m 0 2, amp l m 1 3]
```

## Opposite rapidities

Put $m=-l$. With $A=l^4-\tfrac32l^2+\tfrac1{16}$ and $B=2l^3-\tfrac12l$ we have $(l\pm i/2)^4=A\pm iB$. The difference of the two sides of the first equation is

$$(A+iB)(2l-i)-(A-iB)(2l+i)=2i(2lB-A)=\frac i8(12l^2-1)(4l^2+1).$$

The second equation is the first with $l$ replaced by $-l$, and the right-hand side is even in $l$. So the opposite pairs that solve the cleared equations are exactly those with $l^2=\tfrac1{12}$ or $l^2=-\tfrac14$. The identity is `key` in the proof. It is derived with `linear_combination` from $i^2=-1$, which is called `I_sq`. The forward direction then uses that a product vanishes only if one of its factors does; for the converse, either condition makes the right-hand side zero.

```lean
/-- An opposite pair `l, -l` solves the cleared Bethe equations exactly when `l² = 1/12` or
`l² = -1/4`. -/
theorem opposite_pair_iff (l : ℂ) :
    BetheEq l (-l) ↔ 12 * l ^ 2 = 1 ∨ 4 * l ^ 2 = -1 := by
  have key : ∀ t : ℂ, (t + I / 2) ^ 4 * (2 * t - I) - (t - I / 2) ^ 4 * (2 * t + I) =
      I / 8 * ((12 * t ^ 2 - 1) * (4 * t ^ 2 + 1)) := by
    intro t
    have p : (t + I / 2) ^ 4 = t ^ 4 - 3 / 2 * t ^ 2 + 1 / 16 + I * (2 * t ^ 3 - t / 2) := by
      linear_combination (3 / 2 * t ^ 2 + 1 / 2 * t * I + (I ^ 2 - 1) / 16) * I_sq
    have q : (t - I / 2) ^ 4 = t ^ 4 - 3 / 2 * t ^ 2 + 1 / 16 - I * (2 * t ^ 3 - t / 2) := by
      linear_combination (3 / 2 * t ^ 2 - 1 / 2 * t * I + (I ^ 2 - 1) / 16) * I_sq
    rw [p, q]
    ring
  constructor
  · intro h
    have h0 : I / 8 * ((12 * l ^ 2 - 1) * (4 * l ^ 2 + 1)) = 0 := by
      linear_combination h.1 - key l
    have hI : I / 8 ≠ 0 := div_ne_zero I_ne_zero (by norm_num)
    rcases mul_eq_zero.mp ((mul_eq_zero.mp h0).resolve_left hI) with h1 | h1
    · exact Or.inl (by linear_combination h1)
    · exact Or.inr (by linear_combination h1)
  · intro h
    have h0 : (12 * l ^ 2 - 1) * (4 * l ^ 2 + 1) = 0 := by
      rcases h with h | h
      · linear_combination (4 * l ^ 2 + 1) * h
      · linear_combination (12 * l ^ 2 - 1) * h
    exact ⟨by linear_combination key l + I / 8 * h0,
      by linear_combination key (-l) + I / 8 * h0⟩
```

Now let $l^2=\tfrac1{12}$, so that $l^2+\tfrac14=\tfrac13$. Then

$$z=z(l)=3\left(l+\tfrac i2\right)^2=-\tfrac12+3il,\qquad y=z(-l)=-\tfrac12-3il .$$

These are the two primitive cube roots of unity: $zy=1$, $z^2=y$, $y^2=z$. Because $zy=1$, the amplitude depends only on the separation $s=k-n$:

$$\psi=(2l+i)y^{s}+(2l-i)z^{s}.$$

For $s=1$ this is $2l(y+z)+i(y-z)=-2l+6l=4l$. For $s=2$, $y$ and $z$ trade places and the result is $-2l-6l=-8l$. For $s=3$ both powers are 1, which gives $4l$ again, as it should for the neighbours 3 and 0. The proof names the values for $s=1$ and $s=2$ `e1` and `e2`, and reduces the six components to them and the cube-root relations.

```lean
/-- For `l² = 1/12` the Bethe vector of `l, -l` has amplitude `4l` on neighbour pairs and `-8l`
on opposite pairs. -/
theorem betheVector_eq {l : ℂ} (hs : l ^ 2 = 1 / 12) :
    betheVector l (-l) = (4 * l) • ![1, 1, 1, 1, -2, -2] := by
  have hp : ∀ t : ℂ, t ^ 2 = 1 / 12 → phase t = 3 * t * I - 1 / 2 := by
    intro t ht
    have hv : t - I / 2 ≠ 0 := fun h => by
      have h3 : (1 / 3 : ℂ) = 0 := by
        linear_combination (t + I / 2) * h + (1 / 4) * I_sq - ht
      norm_num at h3
    rw [phase, div_eq_iff hv]
    linear_combination -3 * I * ht + 3 / 2 * t * I_sq
  obtain ⟨z, hz⟩ : ∃ z, z = 3 * l * I - 1 / 2 := ⟨_, rfl⟩
  obtain ⟨y, hy⟩ : ∃ y, y = 3 * (-l) * I - 1 / 2 := ⟨_, rfl⟩
  have ha : ∀ n k, amp l (-l) n k =
      (2 * l + I) * z ^ n * y ^ k + (2 * l - I) * y ^ n * z ^ k := by
    intro n k
    rw [amp, hp l hs, hp (-l) (by rw [neg_sq, hs]), ← hz, ← hy]
    ring
  -- the phase factors are the two primitive cube roots of unity
  have hzy : z * y = 1 := by rw [hz, hy]; linear_combination -9 * l ^ 2 * I_sq + 9 * hs
  have hz2 : z ^ 2 = y := by rw [hz, hy]; linear_combination 9 * l ^ 2 * I_sq - 9 * hs
  have hy2 : y ^ 2 = z := by rw [hz, hy]; linear_combination 9 * l ^ 2 * I_sq - 9 * hs
  have e1 : (2 * l + I) * y + (2 * l - I) * z = 4 * l := by
    rw [hz, hy]; linear_combination -6 * l * I_sq
  have e2 : (2 * l + I) * z + (2 * l - I) * y = -8 * l := by
    rw [hz, hy]; linear_combination 6 * l * I_sq
  ext i
  fin_cases i
  · change amp l (-l) 0 1 = 4 * l * 1
    rw [ha]; linear_combination e1
  · change amp l (-l) 1 2 = 4 * l * 1
    rw [ha]; linear_combination e1 + ((2 * l + I) * y + (2 * l - I) * z) * hzy
  · change amp l (-l) 2 3 = 4 * l * 1
    rw [ha]; linear_combination e1 + ((2 * l + I) * y + (2 * l - I) * z) * (z * y + 1) * hzy
  · change amp l (-l) 0 3 = 4 * l * 1
    rw [ha]; linear_combination (2 * l + I) * (y * hy2 + hzy) + (2 * l - I) * (z * hz2 + hzy)
  · change amp l (-l) 0 2 = 4 * l * (-2)
    rw [ha]; linear_combination e2 + (2 * l + I) * hy2 + (2 * l - I) * hz2
  · change amp l (-l) 1 3 = 4 * l * (-2)
    rw [ha]; linear_combination e2 + (2 * l + I) * hy2 + (2 * l - I) * hz2
      + ((2 * l + I) * y ^ 2 + (2 * l - I) * z ^ 2) * hzy
```

For the real root $l=1/(2\sqrt3)\approx0.2887$, the numbers are easy to follow. Each magnon contributes $-\tfrac12\cdot3=-1.5$, so $E=1-3=-2$. The Bethe vector is proportional to $(1,1,1,1,-2,-2)$. On it, $H$ gives $(-2-2)/2=-2$ for a neighbour pair and $4/2-(-2)=4$ for an opposite pair, which is $-2$ times the vector. Normalised, the amplitudes are $1/\sqrt{12}\approx0.289$ and $-2/\sqrt{12}\approx-0.577$, so the two opposite pairs together carry probability $\tfrac23$.

The theorem joins four statements: the roots solve the Bethe equations, the energy formula gives $-2$, the Bethe vector is nonzero, and it is an eigenvector with eigenvalue $-2$. It concerns this pair of roots, not every solution of the Bethe equations. The proof combines the two preceding results with the action of $H$, called `hg`.

```lean
/-- The roots `± 1/(2√3)` solve the Bethe equations with Bethe energy `-2`, and their Bethe
vector is a nonzero eigenvector with this eigenvalue. -/
theorem real_pair (l : ℂ) (hl : l = ((1 / (2 * √3) : ℝ) : ℂ)) :
    BetheEq l (-l) ∧ betheEnergy l (-l) = -2 ∧ betheVector l (-l) ≠ 0 ∧
      ringH *ᵥ betheVector l (-l) = (-2 : ℂ) • betheVector l (-l) := by
  have hr : (1 / (2 * √3) : ℝ) ^ 2 = 1 / 12 := by
    rw [div_pow, mul_pow, Real.sq_sqrt (by norm_num)]
    norm_num
  have hs : l ^ 2 = 1 / 12 := by
    rw [hl, ← Complex.ofReal_pow, hr]
    norm_num
  have hg : ringH *ᵥ (![1, 1, 1, 1, -2, -2] : Fin 6 → ℂ) =
      (-2 : ℂ) • ![1, 1, 1, 1, -2, -2] := by
    rw [ringH_mulVec]
    ext i
    fin_cases i <;> simp <;> norm_num
  refine ⟨(opposite_pair_iff l).mpr (Or.inl (by rw [hs]; norm_num)), ?_, ?_, ?_⟩
  · rw [betheEnergy, neg_sq, hs]
    norm_num
  · intro h0
    rw [betheVector_eq hs] at h0
    have h4 : 4 * l * 1 = 0 := congrFun h0 0
    have hl0 : l = 0 := by linear_combination (1 / 4) * h4
    rw [hl0] at hs
    norm_num at hs
  · rw [betheVector_eq hs, Matrix.mulVec_smul, hg, smul_comm]
```

## The singular pair $\pm i/2$

The other opposite solution, $l^2=-\tfrac14$, makes both denominators in the energy formula vanish. The state usually associated with it is the alternating combination of neighbour pairs, with normalised amplitudes $\pm\tfrac12$. It has $v_4=v_5=0$ and $v_0+v_1+v_2+v_3=0$, so every component of $Hv$ is zero.

```lean
/-- The alternating neighbour-pair vector has eigenvalue `0`. -/
theorem alternating_pair : ringH *ᵥ ![1, -1, 1, -1, 0, 0] = 0 := by
  rw [ringH_mulVec]
  ext i
  fin_cases i <;> simp
```

The energy formula can be approached by shifting both roots by a real $\varepsilon\neq0$. Then $(\pm i/2+\varepsilon)^2+\tfrac14=\varepsilon(\varepsilon\pm i)$, and the poles cancel in the sum:

$$\frac1{\varepsilon(\varepsilon+i)}+\frac1{\varepsilon(\varepsilon-i)}=\frac{2}{1+\varepsilon^2},\qquad E=1-\frac1{1+\varepsilon^2}=\frac{\varepsilon^2}{1+\varepsilon^2}.$$

As $\varepsilon\to0$ this tends to 0, the eigenvalue of the alternating vector. The agreement alone does not single out that vector, since the eigenvalue 0 is threefold; deriving it as a limit of Bethe vectors would take a further argument. The limit also relies on the common shift: for the pair $\pm(i/2+\varepsilon)$ the two poles add and the energy diverges. At $\varepsilon=0$ itself Lean's convention $1/0=0$ would return the value 1, which is an artefact of that convention and not the energy of the alternating state.

In the proof, `a1` and `a2` are the factorised denominators, and `b1` and `b2` bring the two fractions to a common denominator.

```lean
/-- Shifting both roots of the singular pair `± i/2` by a real `ε ≠ 0` gives the Bethe energy
`ε²/(1 + ε²)`. -/
theorem singular_pair_energy {ε : ℝ} (hε : ε ≠ 0) :
    betheEnergy (I / 2 + ε) (-I / 2 + ε) = (ε : ℂ) ^ 2 / (1 + (ε : ℂ) ^ 2) := by
  have hq : 1 + (ε : ℂ) ^ 2 ≠ 0 := by
    exact_mod_cast (by positivity : (1 + ε ^ 2 : ℝ) ≠ 0)
  have he : (ε : ℂ) ≠ 0 := by exact_mod_cast hε
  have hp : (ε : ℂ) + I ≠ 0 := fun h => by simpa using congrArg Complex.im h
  have hm : (ε : ℂ) - I ≠ 0 := fun h => by simpa using congrArg Complex.im h
  have a1 : (I / 2 + (ε : ℂ)) ^ 2 + 1 / 4 = ε * (ε + I) := by
    linear_combination (1 / 4) * I_sq
  have a2 : (-I / 2 + (ε : ℂ)) ^ 2 + 1 / 4 = ε * (ε - I) := by
    linear_combination (1 / 4) * I_sq
  -- the poles of the two magnon energies cancel
  have b1 : 1 / ((ε : ℂ) * (ε + I)) = (ε - I) / (ε * (1 + (ε : ℂ) ^ 2)) := by
    rw [div_eq_div_iff (mul_ne_zero he hp) (mul_ne_zero he hq)]
    linear_combination (ε : ℂ) * I_sq
  have b2 : 1 / ((ε : ℂ) * (ε - I)) = (ε + I) / (ε * (1 + (ε : ℂ) ^ 2)) := by
    rw [div_eq_div_iff (mul_ne_zero he hm) (mul_ne_zero he hq)]
    linear_combination (ε : ℂ) * I_sq
  have b3 : (ε : ℂ) - I + (ε + I) = ε * 2 := by ring
  rw [betheEnergy, a1, a2, b1, b2, ← add_div, b3, mul_div_mul_left _ _ he, eq_div_iff hq]
  linear_combination (-1 / 2) * div_mul_cancel₀ (2 : ℂ) hq

end

end FourSiteBethe
```

```lean
#print axioms FourSiteBethe.downs_enumerates
#print axioms FourSiteBethe.real_pair
#print axioms FourSiteBethe.alternating_pair
#print axioms FourSiteBethe.singular_pair_energy
```

```
'FourSiteBethe.downs_enumerates' depends on axioms: [propext, Classical.choice, Quot.sound]
'FourSiteBethe.real_pair' depends on axioms: [propext, Classical.choice, Quot.sound]
'FourSiteBethe.alternating_pair' depends on axioms: [propext, Classical.choice, Quot.sound]
'FourSiteBethe.singular_pair_energy' depends on axioms: [propext, Classical.choice, Quot.sound]
```
